# A p1/2 spinor built from a unit spinor with spin vector e has spin vector 2(e·n)n − e in direction n, with sphere average −e/3

## Does a p1/2 orbital have a single spin axis?

How does the spin in a p1/2 orbital turn as I go around the nucleus, if "the spin in direction \(n\)" means the three Pauli expectation values of the angular spinor \((\sigma\cdot n)\chi\) at that \(n\)? Take \(\chi=(1,0)\), spin up along z. On the z axis the orbital is also spin up. Yet the expectation value of \(\sigma_z\) over the whole orbital is \(-1/3\). Is the spin up in some places and down in others, or does it really point in different directions, so that no choice of axis makes it collinear?

## It is the spin of χ, given a half-turn about n

It really points in different directions. Let \(\chi=(\chi_0,\chi_1)\) be a spinor, let \(\sigma_0,\sigma_1,\sigma_2\) be the Pauli matrices for x, y, z, and let \(e_i=\chi^\dagger\sigma_i\chi\) be its spin vector, in units of \(\hbar/2\). For a unit spinor and a unit direction \(n\), the spin vector of \((\sigma\cdot n)\chi\) is
\[
s(n)=2(e\cdot n)\,n-e .
\]
This keeps the part of \(e\) along \(n\) and reverses the part perpendicular to it.

**The formula.** Since \(\sigma_i(\sigma\cdot n)+(\sigma\cdot n)\sigma_i=2n_i\) and \((\sigma\cdot n)^2=n\cdot n\),
\[
(\sigma\cdot n)\sigma_i(\sigma\cdot n)=2n_i(\sigma\cdot n)-(n\cdot n)\sigma_i .
\]
The expectation value in \(\chi\) is \(2(e\cdot n)n_i-(n\cdot n)e_i\), for every real \(n\). Setting \(n\cdot n=1\) gives \(s(n)\).

**The length.** In components,
\[
e_0=2\,\mathrm{Re}(\chi_0^*\chi_1),\quad e_1=2\,\mathrm{Im}(\chi_0^*\chi_1),\quad e_2=|\chi_0|^2-|\chi_1|^2,
\]
so
\[
e\cdot e=4|\chi_0|^2|\chi_1|^2+(|\chi_0|^2-|\chi_1|^2)^2=(|\chi_0|^2+|\chi_1|^2)^2 .
\]
This is 1 for a unit spinor, and then \(s\cdot s=4(e\cdot n)^2-4(e\cdot n)^2+e\cdot e=1\).

**The Kramers partner.** For \((-\chi_1^*,\chi_0^*)\) the product \(\chi_0^*\chi_1\) changes sign, and so does \(e_2\). The spin vector is therefore \(-e\). As the formula is linear in \(e\), the two p1/2 spinors of a Kramers pair have opposite spins in every direction.

**Your example.** For \(\chi=(1,0)\) we have \(e=(0,0,1)\). At \(n=(0,0,1)\) the formula gives \(s=(0,0,1)\). At \(n=(1,0,1)/\sqrt2\) we have \(e\cdot n=1/\sqrt2\), hence \(s=(1,0,1)-(0,0,1)=(1,0,0)\). The cross product of these two spins is \((0,1,0)\), so they are not parallel.

For a direction 60° from z, \(n=(\sqrt3/2,0,1/2)\), the formula gives \(s=n-e=(\sqrt3/2,0,-1/2)\), which is 120° from z. The spinor itself agrees: \((\sigma\cdot n)\chi=(1/2,\sqrt3/2)\), with \(s_0=2\cdot\tfrac12\cdot\tfrac{\sqrt3}2=\tfrac{\sqrt3}2\), \(s_1=0\) and \(s_2=\tfrac14-\tfrac34=-\tfrac12\).

**The average.** Let \(u,v\) be fixed real vectors and \(c\) a constant. With polar angle \(\theta\) and azimuth \(\varphi\), write \(u\cdot n=p\sin\theta+u_2\cos\theta\) and \(v\cdot n=q\sin\theta+v_2\cos\theta\), where \(p=u_0\cos\varphi+u_1\sin\varphi\) and \(q=v_0\cos\varphi+v_1\sin\varphi\). Over \(0\le\theta\le\pi\), the integrals of \(\sin^3\theta\), \(\sin^2\theta\cos\theta\), \(\cos^2\theta\sin\theta\) and \(\sin\theta\) are \(4/3\), \(0\), \(2/3\) and \(2\). Thus
\[
\int_0^\pi[(u\cdot n)(v\cdot n)+c]\sin\theta\,d\theta=\tfrac43pq+\tfrac23u_2v_2+2c .
\]
Over a full turn in \(\varphi\), \(\cos^2\varphi\) and \(\sin^2\varphi\) each integrate to \(\pi\) and the mixed term to zero, so \(pq\) gives \(\pi(u_0v_0+u_1v_1)\). The total is \(\tfrac{4\pi}3u\cdot v+4\pi c\), and division by \(4\pi\) leaves \((u\cdot v)/3+c\).

For any axis vector \(a\), \(a\cdot s(n)=(2e\cdot n)(a\cdot n)-a\cdot e\). Its average is \(\tfrac23a\cdot e-a\cdot e=-\tfrac13a\cdot e\). With \(a=e=(0,0,1)\) this is your \(-1/3\).

## What the Lean statements say about the orbital

A spinor is a function `Fin 2 → ℂ`, and a direction or spin vector is a function `Fin 3 → ℝ`, with indices 0, 1, 2 for x, y, z. `spinVector` takes the real part of each \(\chi^\dagger\sigma_i\chi\), which loses nothing because the matrices are Hermitian. For a unit spinor these numbers are the Pauli expectation values.

`pHalf χ n` is \((\sigma\cdot n)\chi\) without the factor \(1/\sqrt{4\pi}\) (and a conventional sign). With a normalised radial function \(R(r)\), the spin density of the orbital is \(|R(r)|^2s(n)/(4\pi)\). `kramersPartner` fixes one overall sign for time reversal, which does not affect spins. `sphereAverage` is the double integral over the angles in `direction θ φ`, with weight \(\sin\theta/(4\pi)\).

`pHalf_spin_texture` assumes a unit direction, `hn`, and a unit spinor, `hχ`, and concludes both the formula and the unit length. The Kramers statement holds for all spinors and all real vectors \(n\), and the averaging theorem for all spinors and all axis vectors \(a\). Noncollinearity is stated for \(\chi=(1,0)\).

The step left to physics is the identification of \((\sigma\cdot n)\chi\) with the angular part of a p1/2 orbital. It rests on the fact that \(\sigma\cdot n\) is unchanged by joint rotations of space and spin: it keeps \(j=1/2\), while its linearity in \(n\) turns \(l=0\) into \(l=1\). The description is two-component; in a four-component Dirac orbital the small component makes its own contribution.

For relativistic density functional theory, this means that a single occupied p1/2 spinor, treated as non-interacting and two-component, can have a spin density with no common axis, so its z component alone does not describe it. An equally occupied Kramers pair with the same radial function has zero net spin density.

```lean
import Mathlib

open Matrix

namespace PHalfSpinTexture

noncomputable section

/-- The three Pauli matrices, in the order x, y, z. -/
def pauli : Fin 3 → Matrix (Fin 2) (Fin 2) ℂ :=
  ![!![0, 1; 1, 0], !![0, -Complex.I; Complex.I, 0], !![1, 0; 0, -1]]

/-- The spin vector of a spinor `χ`: the three real numbers `χ†σᵢχ`, which are the expectation
values of the Pauli matrices when `χ` is a unit spinor. -/
def spinVector (χ : Fin 2 → ℂ) : Fin 3 → ℝ :=
  fun i => (star χ ⬝ᵥ (pauli i *ᵥ χ)).re

/-- The p1/2 angular spinor `(σ·n)χ` in the direction `n`, without its constant
normalisation factor. -/
def pHalf (χ : Fin 2 → ℂ) (n : Fin 3 → ℝ) : Fin 2 → ℂ :=
  (∑ i, (n i : ℂ) • pauli i) *ᵥ χ

/-- The Kramers partner (time-reversed spinor) of `χ`. -/
def kramersPartner (χ : Fin 2 → ℂ) : Fin 2 → ℂ := ![-star (χ 1), star (χ 0)]

/-- The direction with polar angle `θ` and azimuth `φ`. -/
def direction (θ φ : ℝ) : Fin 3 → ℝ :=
  ![Real.sin θ * Real.cos φ, Real.sin θ * Real.sin φ, Real.cos θ]

/-- The average of a function over the unit sphere, as an integral over the two angles. -/
def sphereAverage (f : (Fin 3 → ℝ) → ℝ) : ℝ :=
  (4 * Real.pi)⁻¹ * ∫ φ in (0 : ℝ)..(2 * Real.pi), ∫ θ in (0 : ℝ)..Real.pi,
    f (direction θ φ) * Real.sin θ

/-- The spin vector written out in the real and imaginary parts of the spinor components. -/
theorem spinVector_eq (χ : Fin 2 → ℂ) : spinVector χ =
    ![2 * ((χ 0).re * (χ 1).re + (χ 0).im * (χ 1).im),
      2 * ((χ 0).re * (χ 1).im - (χ 0).im * (χ 1).re),
      (χ 0).re ^ 2 + (χ 0).im ^ 2 - ((χ 1).re ^ 2 + (χ 1).im ^ 2)] := by
  ext i
  fin_cases i <;>
    simp [spinVector, pauli, Matrix.mulVec, dotProduct, Fin.sum_univ_two] <;> ring

/-- The length of the spin vector is the squared norm of the spinor (stated for the squares). -/
theorem spinVector_length (χ : Fin 2 → ℂ) :
    spinVector χ ⬝ᵥ spinVector χ = (‖χ 0‖ ^ 2 + ‖χ 1‖ ^ 2) ^ 2 := by
  simp only [spinVector_eq, dotProduct, Fin.sum_univ_three, Complex.sq_norm,
    Complex.normSq_apply, Matrix.cons_val]
  ring

/-- For any real vector `n` and any spinor `χ` with spin vector `e`, the spinor `(σ·n)χ` has
spin vector `2(e·n)n - (n·n)e`. -/
theorem spinVector_pHalf (χ : Fin 2 → ℂ) (n : Fin 3 → ℝ) :
    spinVector (pHalf χ n) =
      (2 * (spinVector χ ⬝ᵥ n)) • n - (n ⬝ᵥ n) • spinVector χ := by
  -- the two components of the p1/2 spinor
  have h0 : pHalf χ n 0 = n 2 * χ 0 + n 0 * χ 1 - Complex.I * n 1 * χ 1 := by
    simp [pHalf, pauli, Matrix.mulVec, dotProduct, Fin.sum_univ_two, Fin.sum_univ_three]
    ring
  have h1 : pHalf χ n 1 = n 0 * χ 0 + Complex.I * n 1 * χ 0 - n 2 * χ 1 := by
    simp [pHalf, pauli, Matrix.mulVec, dotProduct, Fin.sum_univ_two, Fin.sum_univ_three]
    ring
  simp only [spinVector_eq, h0, h1, dotProduct, Fin.sum_univ_three]
  ext i
  fin_cases i <;> simp <;> ring

/-- For a unit direction `n` and a unit spinor `χ` with spin vector `e`, the p1/2 spinor
`(σ·n)χ` has spin vector `2(e·n)n - e`, and this vector has unit length. -/
theorem pHalf_spin_texture (χ : Fin 2 → ℂ) (n : Fin 3 → ℝ)
    (hn : n ⬝ᵥ n = 1) (hχ : ‖χ 0‖ ^ 2 + ‖χ 1‖ ^ 2 = 1) :
    spinVector (pHalf χ n) = (2 * (spinVector χ ⬝ᵥ n)) • n - spinVector χ ∧
      spinVector (pHalf χ n) ⬝ᵥ spinVector (pHalf χ n) = 1 := by
  have h : spinVector (pHalf χ n) = (2 * (spinVector χ ⬝ᵥ n)) • n - spinVector χ := by
    rw [spinVector_pHalf, hn, one_smul]
  have he : spinVector χ ⬝ᵥ spinVector χ = 1 := by
    rw [spinVector_length, hχ, one_pow]
  refine ⟨h, ?_⟩
  rw [h]
  simp only [sub_dotProduct, dotProduct_sub, smul_dotProduct, dotProduct_smul, smul_eq_mul,
    hn, he, dotProduct_comm n (spinVector χ)]
  ring

/-- In every direction, the p1/2 spinors built from `χ` and from its Kramers partner have
opposite spin vectors. -/
theorem spinVector_pHalf_kramersPartner (χ : Fin 2 → ℂ) (n : Fin 3 → ℝ) :
    spinVector (pHalf (kramersPartner χ) n) = -spinVector (pHalf χ n) := by
  have h : spinVector (kramersPartner χ) = -spinVector χ := by
    simp only [spinVector_eq]
    ext i
    fin_cases i <;> simp [kramersPartner] <;> ring
  rw [spinVector_pHalf, spinVector_pHalf, h]
  simp only [neg_dotProduct]
  module

/-- For `χ = (1,0)` the p1/2 spin vector is `z` in the direction `z` and `x` in the direction
`(x+z)/√2`; the two are not parallel, since their cross product is nonzero. -/
theorem pHalf_up_noncollinear :
    spinVector (pHalf ![1, 0] ![0, 0, 1]) = ![0, 0, 1] ∧
    spinVector (pHalf ![1, 0] ((√2 : ℝ)⁻¹ • ![1, 0, 1])) = ![1, 0, 0] ∧
    crossProduct (spinVector (pHalf ![1, 0] ![0, 0, 1]))
      (spinVector (pHalf ![1, 0] ((√2 : ℝ)⁻¹ • ![1, 0, 1]))) ≠ 0 := by
  have up : spinVector ![1, 0] = ![0, 0, 1] := by
    rw [spinVector_eq]
    ext i
    fin_cases i <;> simp
  have h1 : spinVector (pHalf ![1, 0] ![0, 0, 1]) = ![0, 0, 1] := by
    rw [spinVector_pHalf, up]
    simp only [dotProduct, Fin.sum_univ_three]
    ext i
    fin_cases i <;> simp
    norm_num
  have h2 : spinVector (pHalf ![1, 0] ((√2 : ℝ)⁻¹ • ![1, 0, 1])) = ![1, 0, 0] := by
    have hc : (√2 : ℝ)⁻¹ * (√2 : ℝ)⁻¹ = 1 / 2 := by
      rw [← mul_inv, Real.mul_self_sqrt (by norm_num)]
      norm_num
    rw [spinVector_pHalf, up]
    generalize (√2 : ℝ)⁻¹ = c at hc ⊢
    simp only [dotProduct, Fin.sum_univ_three]
    ext i
    fin_cases i <;> simp <;> linarith
  refine ⟨h1, h2, ?_⟩
  rw [h1, h2]
  intro h
  have h' := congrFun h 1
  simp [cross_apply] at h'

/-- The sphere average of `(u·n)(v·n) + c` is `(u·v)/3 + c`. -/
theorem sphereAverage_quadratic (u v : Fin 3 → ℝ) (c : ℝ) :
    sphereAverage (fun n => (u ⬝ᵥ n) * (v ⬝ᵥ n) + c) = (u ⬝ᵥ v) / 3 + c := by
  -- the polar integral
  have polar (A B C D : ℝ) : (∫ θ in (0 : ℝ)..Real.pi, (A * Real.sin θ ^ 2 +
      B * (Real.sin θ * Real.cos θ) + C * Real.cos θ ^ 2 + D) * Real.sin θ) =
      4 / 3 * A + 2 / 3 * C + 2 * D := by
    have h (θ : ℝ) : HasDerivAt (fun t => A * (Real.cos t ^ 3 / 3 - Real.cos t) +
        B * (Real.sin t ^ 3 / 3) - C * (Real.cos t ^ 3 / 3) - D * Real.cos t)
        ((A * Real.sin θ ^ 2 + B * (Real.sin θ * Real.cos θ) + C * Real.cos θ ^ 2 + D) *
          Real.sin θ) θ := by
      have hc := Real.hasDerivAt_cos θ
      have hs := Real.hasDerivAt_sin θ
      have hc3 := (hc.fun_pow 3).div_const 3
      refine (((((hc3.fun_sub hc).const_mul A).fun_add
        (((hs.fun_pow 3).div_const 3).const_mul B)).fun_sub
        (hc3.const_mul C)).fun_sub (hc.const_mul D)).congr_deriv ?_
      norm_num only
      linear_combination (-A * Real.sin θ) * Real.sin_sq_add_cos_sq θ
    rw [intervalIntegral.integral_eq_sub_of_hasDerivAt (fun θ _ => h θ)
      (Continuous.intervalIntegrable (by fun_prop) _ _)]
    simp only [Real.cos_pi, Real.sin_pi, Real.cos_zero, Real.sin_zero]
    ring
  -- the azimuthal integral
  have azimuth (a b k g : ℝ) : (∫ φ in (0 : ℝ)..(2 * Real.pi), (a * Real.cos φ ^ 2 +
      b * (Real.sin φ * Real.cos φ) + k * Real.sin φ ^ 2 + g)) =
      Real.pi * (a + k) + 2 * Real.pi * g := by
    have h (φ : ℝ) : HasDerivAt (fun t => a * ((t + Real.sin t * Real.cos t) / 2) +
        b * (Real.sin t * Real.sin t / 2) + k * ((t - Real.sin t * Real.cos t) / 2) + g * t)
        (a * Real.cos φ ^ 2 + b * (Real.sin φ * Real.cos φ) + k * Real.sin φ ^ 2 + g) φ := by
      have hs := Real.hasDerivAt_sin φ
      have hsc := hs.fun_mul (Real.hasDerivAt_cos φ)
      have hi := hasDerivAt_id' φ
      refine ((((((hi.fun_add hsc).div_const 2).const_mul a).fun_add
        (((hs.fun_mul hs).div_const 2).const_mul b)).fun_add
        (((hi.fun_sub hsc).div_const 2).const_mul k)).fun_add (hi.const_mul g)).congr_deriv ?_
      linear_combination (-(a + k) / 2) * Real.sin_sq_add_cos_sq φ
    rw [intervalIntegral.integral_eq_sub_of_hasDerivAt (fun φ _ => h φ)
      (Continuous.intervalIntegrable (by fun_prop) _ _)]
    simp only [Real.cos_two_pi, Real.sin_two_pi, Real.cos_zero, Real.sin_zero]
    ring
  have hd (w : Fin 3 → ℝ) (θ φ : ℝ) : w ⬝ᵥ direction θ φ =
      w 0 * (Real.sin θ * Real.cos φ) + w 1 * (Real.sin θ * Real.sin φ) +
        w 2 * Real.cos θ := by
    simp only [direction, dotProduct, Fin.sum_univ_three, Matrix.cons_val]
  have hin (φ : ℝ) : (∫ θ in (0 : ℝ)..Real.pi,
      ((u ⬝ᵥ direction θ φ) * (v ⬝ᵥ direction θ φ) + c) * Real.sin θ) =
      (4 / 3 * (u 0 * v 0)) * Real.cos φ ^ 2 +
      (4 / 3 * (u 0 * v 1 + u 1 * v 0)) * (Real.sin φ * Real.cos φ) +
      (4 / 3 * (u 1 * v 1)) * Real.sin φ ^ 2 + (2 / 3 * (u 2 * v 2) + 2 * c) := by
    have h := polar
      ((u 0 * Real.cos φ + u 1 * Real.sin φ) * (v 0 * Real.cos φ + v 1 * Real.sin φ))
      ((u 0 * Real.cos φ + u 1 * Real.sin φ) * v 2 +
        u 2 * (v 0 * Real.cos φ + v 1 * Real.sin φ)) (u 2 * v 2) c
    refine (intervalIntegral.integral_congr (fun θ _ => ?_)).trans (h.trans (by ring))
    simp only [hd]
    ring
  unfold sphereAverage
  simp only [hin, azimuth]
  simp only [dotProduct, Fin.sum_univ_three]
  rw [inv_mul_eq_iff_eq_mul₀ (by positivity)]
  ring

/-- For any spinor `χ` with spin vector `e` and any axis vector `a`, the sphere average of the
component along `a` of the p1/2 spin vector is `-(a·e)/3`. -/
theorem sphereAverage_pHalf_spin (χ : Fin 2 → ℂ) (a : Fin 3 → ℝ) :
    sphereAverage (fun n => a ⬝ᵥ spinVector (pHalf χ n)) = -(a ⬝ᵥ spinVector χ) / 3 := by
  have unit (θ φ : ℝ) : direction θ φ ⬝ᵥ direction θ φ = 1 := by
    simp only [direction, dotProduct, Fin.sum_univ_three, Matrix.cons_val]
    linear_combination Real.sin θ ^ 2 * Real.sin_sq_add_cos_sq φ + Real.sin_sq_add_cos_sq θ
  have h (θ φ : ℝ) : a ⬝ᵥ spinVector (pHalf χ (direction θ φ)) =
      (((2 : ℝ) • spinVector χ) ⬝ᵥ direction θ φ) * (a ⬝ᵥ direction θ φ) +
        -(a ⬝ᵥ spinVector χ) := by
    rw [spinVector_pHalf, unit]
    simp only [one_smul, dotProduct_sub, dotProduct_smul, smul_dotProduct, smul_eq_mul]
    ring
  -- on the unit sphere the integrand is a quadratic form plus a constant
  have key : sphereAverage (fun n => a ⬝ᵥ spinVector (pHalf χ n)) =
      sphereAverage (fun n => (((2 : ℝ) • spinVector χ) ⬝ᵥ n) * (a ⬝ᵥ n) +
        -(a ⬝ᵥ spinVector χ)) := by
    unfold sphereAverage
    simp only [h]
  rw [key, sphereAverage_quadratic, smul_dotProduct, dotProduct_comm (spinVector χ) a,
    smul_eq_mul]
  ring

/-- For `χ = (1,0)` the sphere average of the z component of the p1/2 spin vector is `-1/3`. -/
theorem sphereAverage_pHalf_up :
    sphereAverage (fun n => spinVector (pHalf ![1, 0] n) 2) = -1 / 3 := by
  have hz (w : Fin 3 → ℝ) : ![0, 0, 1] ⬝ᵥ w = w 2 := by
    simp only [dotProduct, Fin.sum_univ_three, Matrix.cons_val]
    ring
  have h := sphereAverage_pHalf_spin ![1, 0] ![0, 0, 1]
  simp only [hz] at h
  rw [h]
  simp [spinVector_eq]

end

end PHalfSpinTexture
```

```lean
#print axioms PHalfSpinTexture.spinVector_pHalf_kramersPartner
-- 'PHalfSpinTexture.spinVector_pHalf_kramersPartner' depends on axioms: [propext, Classical.choice, Quot.sound]
#print axioms PHalfSpinTexture.pHalf_up_noncollinear
-- 'PHalfSpinTexture.pHalf_up_noncollinear' depends on axioms: [propext, Classical.choice, Quot.sound]
#print axioms PHalfSpinTexture.sphereAverage_pHalf_spin
-- 'PHalfSpinTexture.sphereAverage_pHalf_spin' depends on axioms: [propext, Classical.choice, Quot.sound]
#print axioms PHalfSpinTexture.sphereAverage_pHalf_up
-- 'PHalfSpinTexture.sphereAverage_pHalf_up' depends on axioms: [propext, Classical.choice, Quot.sound]
```

## From Pauli algebra to polynomial identities

`spinVector_eq` writes the spin vector in real and imaginary parts, one Cartesian component at a time. `spinVector_length` substitutes these expressions, and `ring` confirms the square of the squared norm.

`spinVector_pHalf` takes a different route from the anticommutator above. Its steps `h0` and `h1` find the two components of \((\sigma\cdot n)\chi\); `fin_cases i` then splits the claim into three real polynomial identities, which `simp` and `ring` settle. `pHalf_spin_texture` inserts `hn` to get the unit-direction formula, and expands the dot product as in the length calculation.

In `spinVector_pHalf_kramersPartner`, the inner step `h` shows that \(e\) changes sign, and the general formula carries that sign to the p1/2 spinor. `pHalf_up_noncollinear` evaluates the formula at the two directions. For the tilted one, \(1/\sqrt2\) is replaced by a number \(c\) known only through \(c^2=1/2\), which is all the calculation uses. The cross product is nonzero because its component 1, along y, is nonzero.

`sphereAverage_quadratic` follows the two integrations above. Its steps `polar` and `azimuth` each supply an explicit antiderivative, check its derivative using \(\sin^2+\cos^2=1\), and take the difference at the endpoints. The step `hin` collects the polar result as a function of \(\varphi\), ready for `azimuth`.

`sphereAverage_pHalf_spin` first proves that every `direction θ φ` has unit length. This lets it replace the integrand by \((2e\cdot n)(a\cdot n)-a\cdot e\) on the sphere, and the quadratic average finishes the calculation. `sphereAverage_pHalf_up` chooses \(a=(0,0,1)\) and \(\chi=(1,0)\).
